# The twisted Wirtinger inequality on a discrete chain, for twists up to π

Let $L\ge 1$, let $\theta$ be real with $|\theta|\le\pi$, and let $\psi:\mathbb Z\to\mathbb C$ satisfy $\psi(x+L)=e^{i\theta}\psi(x)$. Then

$$\sum_{x=0}^{L-1}|\psi(x+1)-\psi(x)|^2\;\ge\;4\sin^2\!\Big(\frac{\theta}{2L}\Big)\sum_{x=0}^{L-1}|\psi(x)|^2 .$$

For $|\theta|<\pi$, equality holds exactly when $\psi$ is a multiple of the plane wave $e^{i\theta x/L}$.

## A particle on a ring with a phase twist

Write $E(\psi)$ for the sum on the left and $N(\psi)$ for the sum of $|\psi(x)|^2$. When $N(\psi)=1$, $E$ multiplied by a hopping energy $t>0$ is the expected kinetic energy of one particle on a tight-binding ring with hopping matrix element $-t$, measured from the bottom of the infinite chain's band. The angle $\theta$ is the phase acquired in going round once, for example from a magnetic flux through the ring. For a single non-interacting particle with nearest-neighbour hopping, the result says that, for $|\theta|\le\pi$, every normalised state in a finite simulation cell with this twisted boundary condition has kinetic energy at least $4t\sin^2(\theta/(2L))$ above the band bottom. The plane wave $e^{i\theta x/L}/\sqrt L$ attains this value, so it is exactly the rise of the ground-state energy relative to the periodic cell, $\theta=0$.

## Twisted functions and cell sums in Lean

Wavefunctions have type `ℤ → ℂ`, and `IsTwisted L θ ψ` is the boundary condition. `cellNorm` is $N$ and `bondEnergy` is $E$; the last bond joins site $L-1$ to site $L$, where the twist enters. No normalisation is assumed.

The theorem `twisted_wirtinger` is the inequality. In `equality_iff_planeWave`, "multiple of the plane wave" reads `ψ x = planeWave (θ / L) x * ψ 0` for every integer $x$, and the hypothesis is the strict `|θ| < π`. The model has one dimension, one orbital per site and no potential.

One alternative is to store only the $L$ values in the cell and write the last bond as $|e^{i\theta}\psi(0)-\psi(L-1)|^2$. The twist would then be part of the energy and no longer a hypothesis, but translation by one site would need a special case at the boundary.

## Derivation in Bloch amplitudes

**Parseval.** The allowed momenta are $q_k=(\theta+2\pi k)/L$ for $k=0,\dots,L-1$. Let $A_k(\psi)=\sum_{x=0}^{L-1}e^{-iq_kx}\psi(x)$; the normalised amplitude is $A_k/\sqrt L$. For $x,y$ in the cell,

$$\sum_{k=0}^{L-1} e^{iq_k(y-x)}=e^{i\theta(y-x)/L}\sum_{k=0}^{L-1} r^k,\qquad r=e^{2\pi i(y-x)/L}.$$

This is $L$ if $x=y$. Otherwise $r\ne1$ and $r^L=1$, so the geometric sum vanishes. Expanding the square gives

$$\sum_k|A_k(\psi)|^2=\sum_{x,y}\psi(x)\overline{\psi(y)}\sum_k e^{iq_k(y-x)}=L\,N(\psi).$$

**One-site step.** Put $\varphi(x)=\psi(x+1)-z\psi(x)$ for a complex number $z$. The function $F(x)=e^{-iq_kx}\psi(x)$ has $F(L)=e^{-iq_kL}e^{i\theta}\psi(0)=F(0)$, because $q_kL=\theta+2\pi k$. Hence $\sum_x F(x+1)=\sum_x F(x)$ over the cell, and

$$A_k(\varphi)=(e^{iq_k}-z)A_k(\psi).$$

With $z=1$ and $|e^{iq}-1|^2=2-2\cos q=4\sin^2(q/2)$, Parseval for $\varphi$ gives

$$L\,E(\psi)=\sum_k4\sin^2(q_k/2)\,|A_k(\psi)|^2.$$

**Smallest weight.** From $\sin^2a-\sin^2b=\sin(a+b)\sin(a-b)$,

$$\sin^2\frac{q_k}{2}-\sin^2\frac{\theta}{2L}=\sin\frac{\theta+\pi k}{L}\,\sin\frac{\pi k}{L}.$$

This is zero for $k=0$. For $1\le k\le L-1$ the second sine is positive, and the first is non-negative because $0\le\theta+\pi k\le\pi L$. If $|\theta|<\pi$, these bounds are strict and so is the gap. Replacing every weight by the smallest one and applying Parseval proves the inequality.

**Equality.** Let $|\theta|<\pi$ and suppose equality holds. The non-negative terms $(\sin^2(q_k/2)-\sin^2(\theta/(2L)))|A_k(\psi)|^2$ sum to zero, so $A_k(\psi)=0$ for $k\ge1$. Take $z=w=e^{i\theta/L}$. Then $A_k(\varphi)=0$ for every $k$, since the factor $e^{iq_0}-w$ is zero. By Parseval $\varphi$ vanishes on the cell, and by $\varphi(x+L)=e^{i\theta}\varphi(x)$ it vanishes everywhere. Thus $\psi(x+1)=w\psi(x)$ and $\psi(x)=w^x\psi(0)$. Conversely, for such $\psi$ each bond contributes $|w-1|^2|\psi(x)|^2=4\sin^2(\theta/(2L))|\psi(x)|^2$.

## A twist of $2\pi$ can break the bound

Take $L=2$, $\theta=2\pi$ and $\psi=1$ everywhere. The twist condition holds, since $e^{2\pi i}=1$. But $E=0$, while the right-hand side is $4\sin^2(\pi/2)\cdot2=8$. When $|\theta|\le\pi$, no other representative $\theta+2\pi m$ of the same phase, with $m$ an integer, gives a smaller weight $4\sin^2((\theta+2\pi m)/(2L))$ than $\theta$ itself.

## The complete Lean file

```lean
import Mathlib

open Finset Real
open scoped ComplexConjugate

namespace TwistedWirtinger

noncomputable section

/-- The twisted boundary condition: translation by `L` sites multiplies `ψ` by `exp(iθ)`. -/
def IsTwisted (L : ℕ) (θ : ℝ) (ψ : ℤ → ℂ) : Prop :=
  ∀ x : ℤ, ψ (x + L) = Complex.exp (θ * Complex.I) * ψ x

/-- The sum of `|ψ(x)|²` over one cell of `L` sites. -/
def cellNorm (L : ℕ) (ψ : ℤ → ℂ) : ℝ := ∑ x ∈ range L, ‖ψ (x : ℤ)‖ ^ 2

/-- The sum of `|ψ(x+1) - ψ(x)|²` over one cell of `L` sites. -/
def bondEnergy (L : ℕ) (ψ : ℤ → ℂ) : ℝ :=
  ∑ x ∈ range L, ‖ψ ((x : ℤ) + 1) - ψ (x : ℤ)‖ ^ 2

/-- The plane wave `exp(iqx)` on the integer chain. -/
def planeWave (q : ℝ) (x : ℤ) : ℂ := Complex.exp (((q * x : ℝ) : ℂ) * Complex.I)

/-- The momenta `(θ + 2πk)/L` allowed by the twist. -/
def momentum (L : ℕ) (θ : ℝ) (k : ℕ) : ℝ := (θ + 2 * π * k) / L

/-- The overlap of `ψ` with the `k`-th allowed plane wave on one cell. -/
def blochAmplitude (L : ℕ) (θ : ℝ) (ψ : ℤ → ℂ) (k : ℕ) : ℂ :=
  ∑ x ∈ range L, conj (planeWave (momentum L θ k) (x : ℤ)) * ψ (x : ℤ)

variable {L : ℕ} {θ : ℝ} {ψ : ℤ → ℂ}

/-- Complex conjugation reverses the phase of a plane wave. -/
theorem conj_planeWave (q : ℝ) (x : ℤ) :
    conj (planeWave q x) = Complex.exp (-(((q * x : ℝ) : ℂ) * Complex.I)) := by
  rw [planeWave, ← Complex.exp_conj, map_mul, Complex.conj_ofReal, Complex.conj_I, mul_neg]

/-- Completeness of the allowed plane waves on one cell. -/
theorem planeWave_completeness (hL : 1 ≤ L) (θ : ℝ) {x y : ℕ} (hx : x < L) (hy : y < L) :
    ∑ k ∈ range L, conj (planeWave (momentum L θ k) (x : ℤ)) *
      planeWave (momentum L θ k) (y : ℤ) = if x = y then (L : ℂ) else 0 := by
  have hLc : (L : ℂ) * (L : ℂ)⁻¹ = 1 := mul_inv_cancel₀ (by exact_mod_cast (by omega : L ≠ 0))
  split_ifs with h
  · subst h
    have h1 : ∀ k : ℕ, conj (planeWave (momentum L θ k) (x : ℤ)) *
        planeWave (momentum L θ k) (x : ℤ) = 1 := fun k => by
      rw [conj_planeWave, planeWave, ← Complex.exp_add, neg_add_cancel, Complex.exp_zero]
    simp only [h1, sum_const, card_range, nsmul_eq_mul, mul_one]
  · -- off the diagonal the sum is geometric, with ratio a nontrivial root of unity
    obtain ⟨w, hw⟩ : ∃ w : ℂ, w = Complex.exp (2 * π * ((y : ℂ) - x) / L * Complex.I) :=
      ⟨_, rfl⟩
    have hterm : ∀ k : ℕ, conj (planeWave (momentum L θ k) (x : ℤ)) *
        planeWave (momentum L θ k) (y : ℤ) =
        Complex.exp (θ * ((y : ℂ) - x) / L * Complex.I) * w ^ k := fun k => by
      rw [hw, conj_planeWave, planeWave, ← Complex.exp_add, ← Complex.exp_nat_mul,
        ← Complex.exp_add]
      congr 1
      simp only [momentum]
      push_cast
      ring
    have hwL : w ^ L = 1 := by
      rw [hw, ← Complex.exp_nat_mul, Complex.exp_eq_one_iff]
      refine ⟨(y : ℤ) - x, ?_⟩
      push_cast
      linear_combination (2 * π * ((y : ℂ) - x) * Complex.I) * hLc
    have hw1 : w ≠ 1 := by
      intro h1
      rw [hw, Complex.exp_eq_one_iff] at h1
      obtain ⟨n, hn⟩ := h1
      have h2 : (y : ℂ) - x = n * L := by
        apply mul_right_cancel₀ Complex.two_pi_I_ne_zero
        linear_combination (L : ℂ) * hn - (2 * π * ((y : ℂ) - x) * Complex.I) * hLc
      have hz : (y : ℤ) - x = n * L := by exact_mod_cast h2
      have hx' : (x : ℤ) < L := by exact_mod_cast hx
      have hy' : (y : ℤ) < L := by exact_mod_cast hy
      rcases lt_trichotomy n 0 with h0 | h0 | h0
      · nlinarith [mul_nonneg (by omega : (0 : ℤ) ≤ -1 - n) (by omega : (0 : ℤ) ≤ L)]
      · rw [h0, zero_mul] at hz
        omega
      · nlinarith [mul_nonneg (by omega : (0 : ℤ) ≤ n - 1) (by omega : (0 : ℤ) ≤ L)]
    have hg := geom_sum_mul w L
    rw [hwL, sub_self] at hg
    simp only [hterm, ← mul_sum]
    rw [(mul_eq_zero.mp hg).resolve_right (sub_ne_zero.mpr hw1), mul_zero]

/-- Parseval's identity for the Bloch amplitudes on one cell. -/
theorem parseval (hL : 1 ≤ L) (θ : ℝ) (ψ : ℤ → ℂ) :
    ∑ k ∈ range L, ‖blochAmplitude L θ ψ k‖ ^ 2 = L * cellNorm L ψ := by
  have key : ∀ z : ℂ, z * conj z = (‖z‖ : ℂ) ^ 2 := fun z => by
    rw [Complex.mul_conj, Complex.normSq_eq_norm_sq, Complex.ofReal_pow]
  apply Complex.ofReal_injective
  rw [cellNorm, mul_sum]
  push_cast
  calc ∑ k ∈ range L, (‖blochAmplitude L θ ψ k‖ : ℂ) ^ 2
      = ∑ k ∈ range L, ∑ x ∈ range L, ∑ y ∈ range L,
          (conj (planeWave (momentum L θ k) (x : ℤ)) * planeWave (momentum L θ k) (y : ℤ)) *
            (ψ (x : ℤ) * conj (ψ (y : ℤ))) := by
        refine sum_congr rfl fun k _ => ?_
        rw [← key, blochAmplitude, map_sum, sum_mul_sum]
        refine sum_congr rfl fun x _ => sum_congr rfl fun y _ => ?_
        rw [map_mul, Complex.conj_conj]
        ring
    _ = ∑ x ∈ range L, ∑ y ∈ range L, (∑ k ∈ range L,
          conj (planeWave (momentum L θ k) (x : ℤ)) * planeWave (momentum L θ k) (y : ℤ)) *
            (ψ (x : ℤ) * conj (ψ (y : ℤ))) := by
        rw [sum_comm]
        refine sum_congr rfl fun x _ => ?_
        rw [sum_comm]
        exact sum_congr rfl fun y _ => (sum_mul _ _ _).symm
    _ = ∑ x ∈ range L, (L : ℂ) * (‖ψ (x : ℤ)‖ : ℂ) ^ 2 := by
        refine sum_congr rfl fun x hx => ?_
        rw [sum_eq_single x]
        · rw [planeWave_completeness hL θ (mem_range.mp hx) (mem_range.mp hx), if_pos rfl, key]
        · intro y hy hne
          rw [planeWave_completeness hL θ (mem_range.mp hx) (mem_range.mp hy),
            if_neg (Ne.symm hne), zero_mul]
        · exact fun h => absurd hx h

/-- For twisted `ψ`, passing to `ψ(x+1) - z ψ(x)` multiplies the amplitude at momentum `q`
by `exp(iq) - z`. -/
theorem blochAmplitude_step (hL : 1 ≤ L) (hψ : IsTwisted L θ ψ) (z : ℂ) (k : ℕ) :
    blochAmplitude L θ (fun x => ψ (x + 1) - z * ψ x) k =
      (Complex.exp (momentum L θ k * Complex.I) - z) * blochAmplitude L θ ψ k := by
  have hshift : ∀ F : ℕ → ℂ, F L = F 0 → ∑ x ∈ range L, F (x + 1) = ∑ x ∈ range L, F x := by
    intro F hF
    have h := sum_range_succ F L
    rw [sum_range_succ'] at h
    linear_combination h + hF
  have hq : momentum L θ k * L = θ + 2 * π * k :=
    div_mul_cancel₀ _ (by exact_mod_cast (by omega : L ≠ 0))
  have hqc : (momentum L θ k : ℂ) * L = θ + 2 * π * k := by exact_mod_cast hq
  -- the summand takes the same value at both ends of the cell
  have hend : conj (planeWave (momentum L θ k) ((L : ℕ) : ℤ)) * ψ ((L : ℕ) : ℤ) =
      conj (planeWave (momentum L θ k) ((0 : ℕ) : ℤ)) * ψ ((0 : ℕ) : ℤ) := by
    have h1 := hψ 0
    rw [zero_add] at h1
    have h2 : conj (planeWave (momentum L θ k) (L : ℤ)) * Complex.exp (θ * Complex.I) = 1 := by
      rw [conj_planeWave, ← Complex.exp_add, Complex.exp_eq_one_iff]
      refine ⟨-(k : ℤ), ?_⟩
      push_cast
      linear_combination (-Complex.I) * hqc
    rw [h1, ← mul_assoc, h2]
    simp [planeWave]
  have hs : ∑ x ∈ range L, conj (planeWave (momentum L θ k) ((x : ℤ) + 1)) * ψ ((x : ℤ) + 1) =
      ∑ x ∈ range L, conj (planeWave (momentum L θ k) (x : ℤ)) * ψ (x : ℤ) := by
    have h := hshift (fun x => conj (planeWave (momentum L θ k) (x : ℤ)) * ψ (x : ℤ)) hend
    simpa only [Nat.cast_add, Nat.cast_one] using h
  have ht : ∀ x : ℤ, conj (planeWave (momentum L θ k) x) * (ψ (x + 1) - z * ψ x) =
      Complex.exp (momentum L θ k * Complex.I) *
        (conj (planeWave (momentum L θ k) (x + 1)) * ψ (x + 1)) -
      z * (conj (planeWave (momentum L θ k) x) * ψ x) := by
    intro x
    have h : conj (planeWave (momentum L θ k) x) = Complex.exp (momentum L θ k * Complex.I) *
        conj (planeWave (momentum L θ k) (x + 1)) := by
      rw [conj_planeWave, conj_planeWave, ← Complex.exp_add]
      congr 1
      push_cast
      ring
    linear_combination ψ (x + 1) * h
  simp only [blochAmplitude, ht, sum_sub_distrib, ← mul_sum, hs]
  ring

/-- The squared modulus of `exp(iq) - 1` is `4 sin²(q/2)`. -/
theorem norm_phase_sub_one_sq (q : ℝ) :
    ‖Complex.exp (q * Complex.I) - 1‖ ^ 2 = 4 * sin (q / 2) ^ 2 := by
  have h := Real.cos_two_mul (q / 2)
  rw [show 2 * (q / 2) = q by ring] at h
  rw [Complex.sq_norm, Complex.normSq_apply, Complex.sub_re, Complex.sub_im,
    Complex.exp_ofReal_mul_I_re, Complex.exp_ofReal_mul_I_im, Complex.one_re, Complex.one_im]
  linear_combination sin_sq_add_cos_sq q - 2 * h - 4 * sin_sq_add_cos_sq (q / 2)

/-- For twisted `ψ`, `L` times the bond energy is the sum of the squared moduli of the Bloch
amplitudes with weights `4 sin²(q/2)`. -/
theorem bondEnergy_spectral (hL : 1 ≤ L) (hψ : IsTwisted L θ ψ) :
    ∑ k ∈ range L, 4 * sin (momentum L θ k / 2) ^ 2 * ‖blochAmplitude L θ ψ k‖ ^ 2 =
      L * bondEnergy L ψ := by
  have h := parseval hL θ (fun x => ψ (x + 1) - 1 * ψ x)
  simp only [blochAmplitude_step hL hψ 1, norm_mul, mul_pow, norm_phase_sub_one_sq] at h
  simpa only [cellNorm, bondEnergy, one_mul] using h

/-- The difference between the values of `sin²(q/2)` at the `k`-th momentum and at `q = θ/L`, as a
product. -/
theorem weight_gap (L : ℕ) (θ : ℝ) (k : ℕ) :
    sin (momentum L θ k / 2) ^ 2 - sin (θ / (2 * L)) ^ 2 =
      sin ((θ + π * k) / L) * sin (π * k / L) := by
  have e1 : (θ + π * k) / L = momentum L θ k / 2 + θ / (2 * L) := by
    unfold momentum
    ring
  have e2 : π * k / L = momentum L θ k / 2 - θ / (2 * L) := by
    unfold momentum
    ring
  rw [e1, e2, sin_add, sin_sub]
  linear_combination sin (θ / (2 * L)) ^ 2 * sin_sq_add_cos_sq (momentum L θ k / 2) -
    sin (momentum L θ k / 2) ^ 2 * sin_sq_add_cos_sq (θ / (2 * L))

/-- For `|θ| ≤ π` no allowed momentum has a smaller weight than `θ/L`; for `|θ| < π` every
`k` with `0 < k < L` has a strictly larger one. -/
theorem weight_minimal (hθ : |θ| ≤ π) {k : ℕ} (hk : k < L) :
    sin (θ / (2 * L)) ^ 2 ≤ sin (momentum L θ k / 2) ^ 2 ∧
      (|θ| < π → 0 < k → sin (θ / (2 * L)) ^ 2 < sin (momentum L θ k / 2) ^ 2) := by
  have hg := weight_gap L θ k
  have hL : (0 : ℝ) < L := by exact_mod_cast (by omega : 0 < L)
  have hkL : (k : ℝ) + 1 ≤ L := by exact_mod_cast hk
  have hm := mul_le_mul_of_nonneg_left hkL pi_pos.le
  obtain ⟨h1, h2⟩ := abs_le.mp hθ
  rcases Nat.eq_zero_or_pos k with h0 | h0
  · refine ⟨?_, fun _ h => by omega⟩
    have hz : sin (π * k / L) = 0 := by simp [h0]
    rw [hz, mul_zero] at hg
    linarith
  · have hk1 : (1 : ℝ) ≤ k := by exact_mod_cast h0
    have hm1 := mul_le_mul_of_nonneg_left hk1 pi_pos.le
    have hs : 0 < sin (π * k / L) := by
      apply sin_pos_of_pos_of_lt_pi
      · exact div_pos (by linarith [pi_pos]) hL
      · rw [div_lt_iff₀ hL]
        linarith [pi_pos]
    constructor
    · have hs' : 0 ≤ sin ((θ + π * k) / L) := by
        apply sin_nonneg_of_nonneg_of_le_pi
        · exact div_nonneg (by linarith) hL.le
        · rw [div_le_iff₀ hL]
          linarith
      linarith [mul_nonneg hs' hs.le]
    · intro hlt _
      obtain ⟨h3, h4⟩ := abs_lt.mp hlt
      have hs' : 0 < sin ((θ + π * k) / L) := by
        apply sin_pos_of_pos_of_lt_pi
        · exact div_pos (by linarith) hL
        · rw [div_lt_iff₀ hL]
          linarith
      linarith [mul_pos hs' hs]

/-- Twisted Wirtinger inequality: for `|θ| ≤ π` the bond energy of a twisted `ψ` is at least
`4 sin²(θ/(2L))` times its cell norm. -/
theorem twisted_wirtinger (hL : 1 ≤ L) (hθ : |θ| ≤ π) (hψ : IsTwisted L θ ψ) :
    4 * sin (θ / (2 * L)) ^ 2 * cellNorm L ψ ≤ bondEnergy L ψ := by
  have hL0 : (0 : ℝ) < L := by exact_mod_cast (by omega : 0 < L)
  refine le_of_mul_le_mul_left ?_ hL0
  calc (L : ℝ) * (4 * sin (θ / (2 * L)) ^ 2 * cellNorm L ψ)
      = ∑ k ∈ range L, 4 * sin (θ / (2 * L)) ^ 2 * ‖blochAmplitude L θ ψ k‖ ^ 2 := by
        rw [← mul_sum, parseval hL]
        ring
    _ ≤ ∑ k ∈ range L, 4 * sin (momentum L θ k / 2) ^ 2 * ‖blochAmplitude L θ ψ k‖ ^ 2 := by
        refine sum_le_sum fun k hk => mul_le_mul_of_nonneg_right ?_ (sq_nonneg _)
        linarith [(weight_minimal hθ (mem_range.mp hk)).1]
    _ = L * bondEnergy L ψ := bondEnergy_spectral hL hψ

/-- For `|θ| < π`, equality holds exactly when `ψ` is a multiple of the plane wave of
momentum `θ/L`. -/
theorem equality_iff_planeWave (hL : 1 ≤ L) (hθ : |θ| < π) (hψ : IsTwisted L θ ψ) :
    bondEnergy L ψ = 4 * sin (θ / (2 * L)) ^ 2 * cellNorm L ψ ↔
      ∀ x : ℤ, ψ x = planeWave (θ / L) x * ψ 0 := by
  have hL0 : (L : ℝ) ≠ 0 := by exact_mod_cast (by omega : L ≠ 0)
  obtain ⟨w, hw⟩ : ∃ w : ℂ, w = Complex.exp (((θ / L : ℝ) : ℂ) * Complex.I) := ⟨_, rfl⟩
  have hsucc : ∀ x : ℤ, planeWave (θ / L) (x + 1) = w * planeWave (θ / L) x := fun x => by
    rw [hw, planeWave, planeWave, ← Complex.exp_add]
    congr 1
    push_cast
    ring
  constructor
  · intro heq
    have hsum : ∑ k ∈ range L, (4 * sin (momentum L θ k / 2) ^ 2 -
        4 * sin (θ / (2 * L)) ^ 2) * ‖blochAmplitude L θ ψ k‖ ^ 2 = 0 := by
      simp only [sub_mul, sum_sub_distrib]
      rw [bondEnergy_spectral hL hψ, ← mul_sum, parseval hL, heq]
      ring
    have hz := (sum_eq_zero_iff_of_nonneg (fun k hk => mul_nonneg
      (by linarith [(weight_minimal hθ.le (mem_range.mp hk)).1]) (sq_nonneg _))).mp hsum
    -- every amplitude of ψ(x+1) - w ψ(x) vanishes
    have hamp : ∀ k ∈ range L, ‖blochAmplitude L θ (fun x => ψ (x + 1) - w * ψ x) k‖ ^ 2 = 0 := by
      intro k hk
      rw [blochAmplitude_step hL hψ]
      rcases Nat.eq_zero_or_pos k with h0 | h0
      · have hm : momentum L θ k = θ / L := by simp [momentum, h0]
        rw [hm, ← hw, sub_self, zero_mul, norm_zero]
        norm_num
      · have hlt := (weight_minimal hθ.le (mem_range.mp hk)).2 hθ h0
        have ha := (mul_eq_zero.mp (hz k hk)).resolve_left (by linarith)
        rw [norm_mul, mul_pow, ha, mul_zero]
    have hp := parseval hL θ (fun x => ψ (x + 1) - w * ψ x)
    rw [sum_eq_zero hamp] at hp
    have hcell := (mul_eq_zero.mp hp.symm).resolve_left hL0
    have hsite := (sum_eq_zero_iff_of_nonneg (fun x _ => sq_nonneg _)).mp hcell
    -- the twist carries this from one cell to the whole chain
    have hper : Function.Periodic (fun x : ℤ => ‖ψ (x + 1) - w * ψ x‖) (L : ℤ) := by
      intro x
      have h : ψ (x + L + 1) - w * ψ (x + L) =
          Complex.exp (θ * Complex.I) * (ψ (x + 1) - w * ψ x) := by
        rw [show x + (L : ℤ) + 1 = x + 1 + L by ring, hψ, hψ]
        ring
      change ‖ψ (x + L + 1) - w * ψ (x + L)‖ = ‖ψ (x + 1) - w * ψ x‖
      rw [h, norm_mul, Complex.norm_exp_ofReal_mul_I, one_mul]
    have hstep : ∀ x : ℤ, ψ (x + 1) = w * ψ x := by
      intro x
      have h := hper.zsmul (x / L) (x % L)
      have e : x % (L : ℤ) + (x / (L : ℤ)) • (L : ℤ) = x := by
        rw [smul_eq_mul]
        linarith [Int.emod_def x L]
      rw [e] at h
      obtain ⟨r, hr⟩ := Int.eq_ofNat_of_zero_le (Int.emod_nonneg x (by omega : (L : ℤ) ≠ 0))
      have hrL := Int.emod_lt_of_pos x (by omega : (0 : ℤ) < L)
      rw [hr] at h hrL
      have h0 := hsite r (mem_range.mpr (by exact_mod_cast hrL))
      exact sub_eq_zero.mp (norm_eq_zero.mp (h.trans (pow_eq_zero_iff (two_ne_zero)|>.mp h0)))
    have hw0 : w ≠ 0 := by
      rw [hw]
      exact Complex.exp_ne_zero _
    intro x
    refine Int.induction_on x ?_ ?_ ?_
    · simp [planeWave]
    · intro n ih
      rw [hstep, hsucc, ih, mul_assoc]
    · intro n ih
      apply mul_left_cancel₀ hw0
      rw [← hstep, ← mul_assoc, ← hsucc, sub_add_cancel]
      exact ih
  · intro h
    rw [bondEnergy, cellNorm, mul_sum]
    refine sum_congr rfl fun x _ => ?_
    have hx : ψ ((x : ℤ) + 1) - ψ (x : ℤ) = (w - 1) * ψ (x : ℤ) := by
      rw [h ((x : ℤ) + 1), hsucc, h (x : ℤ)]
      ring
    rw [hx, norm_mul, mul_pow, hw, norm_phase_sub_one_sq,
      show θ / (L : ℝ) / 2 = θ / (2 * L) by ring]

end

end TwistedWirtinger
```

```lean
#print axioms TwistedWirtinger.twisted_wirtinger
#print axioms TwistedWirtinger.equality_iff_planeWave
```

```
'TwistedWirtinger.twisted_wirtinger' depends on axioms: [propext, Classical.choice, Quot.sound]
'TwistedWirtinger.equality_iff_planeWave' depends on axioms: [propext, Classical.choice, Quot.sound]
```

## How the proof follows the Fourier argument

`planeWave_completeness` evaluates the geometric sum with `geom_sum_mul`; its longest part shows that the ratio is not 1, because $y-x$ would be a multiple of $L$. `parseval` expands the square and exchanges sums with `sum_comm`.

`blochAmplitude_step` keeps $z$ general, so it serves both $z=1$, in `bondEnergy_spectral`, and $z=w$, in the equality case. Its `hend` is $F(L)=F(0)$. `weight_gap` and `weight_minimal` contain the sine comparison, and the `calc` block of `twisted_wirtinger` compares the two spectral sums term by term.

In `equality_iff_planeWave`, `hamp` says that all amplitudes of $\varphi$ vanish. `hper` records that $|\varphi|$ is periodic, which with division by $L$ with remainder carries the zero from the cell to all integers. `Int.induction_on` then solves the recursion in both directions from site 0.
